# The Gaunt factors of hydrogen's Lyman lines increase towards $8\sqrt3\,\pi e^{-4}<1$

## Two strengths given as functions of $n$

Both oscillator strengths enter here as explicit formulas in the upper principal quantum number $n\ge 2$; neither is derived from wavefunctions or orbits. The quantum strength of the line $1s\to np$ is

$$f_n=\frac{2^8n^5(n-1)^{2n-4}}{3(n+1)^{2n+4}}.$$

It stands for the dipole oscillator strength of nonrelativistic hydrogen, summed over the final magnetic substates. Kramers' semiclassical value, which stands for the high-frequency limit of the classical radiation from Kepler orbits of all angular momenta, assigned to a quantum transition, is

$$K_n=\frac{32}{3\sqrt3\,\pi n^3(1-1/n^2)^3}.$$

The Gaunt factor $g_n=f_n/K_n$ is the correction that turns the second into the first. For this one-electron model, the result says that Kramers' formula overestimates every Lyman strength, even as $n\to\infty$.

## The statement in words and in Lean

Write $g_\infty=8\sqrt3\,\pi e^{-4}\approx0.797$. The theorem `lyman_gaunt_limit` says that $g_n<g_\infty$ for every $n\ge2$, that $g_\infty<1$, and that $g_n\to g_\infty$. Separate theorems give the closed form, the strict increase with $n$, and bounds at finite $n$.

The functions `lymanStrength`, `kramersStrength` and `gauntFactor` take a natural number and return a dimensionless real; `thresholdGaunt` is $g_\infty$. The exponent `2 * n - 4` uses natural-number subtraction, which agrees with the ordinary one under the hypothesis `2 ≤ n`. Other lower levels, relativistic corrections and transitions into the continuum are not treated.

## From the ratio to a positive series

Since $1-1/n^2=(n-1)(n+1)/n^2$, Kramers' value is $K_n=32n^3/[3\sqrt3\,\pi(n-1)^3(n+1)^3]$. Division gives

$$g_n=8\sqrt3\,\pi\,\frac{n^2(n-1)^{2n-1}}{(n+1)^{2n+1}}.$$

Set $x=1/n$. The powers of $n$ cancel, and the fraction becomes $(1-x)^{2n-1}/(1+x)^{2n+1}$. Its logarithm is

$$-\frac2x\bigl[\log(1+x)-\log(1-x)\bigr]-\log(1-x^2)=-4-D(x),$$

where

$$D(x)=\frac2x\bigl[\log(1+x)-\log(1-x)\bigr]+\log(1-x^2)-4.$$

Hence $g_n=g_\infty e^{-D(1/n)}$. For $0<x<1$, the two logarithmic series are

$$\frac2x\bigl[\log(1+x)-\log(1-x)\bigr]=4\sum_{k\ge0}\frac{x^{2k}}{2k+1},\qquad -\log(1-x^2)=\sum_{k\ge0}\frac{x^{2k+2}}{k+1}.$$

The leading 4 cancels. The coefficient of $x^{2k+2}$ in $D$ is then

$$c_k=\frac4{2k+3}-\frac1{k+1}=\frac{2k+1}{(k+1)(2k+3)}>0.$$

## Bounds, monotonicity and the limit

The first term is $x^2/3$ and the rest are positive, so $D(x)>x^2/3$. The inequality $c_k\le1/3$ reduces to $k\le2k^2$, which holds for every natural $k$. A geometric series then gives $D(x)\le x^2/[3(1-x^2)]$. At $x=1/n$,

$$g_\infty e^{-1/(3(n^2-1))}\le g_n<g_\infty e^{-1/(3n^2)}.$$

Both ends tend to $g_\infty$, and the right end is below it. Every term of $D$ grows with $x$, so $D(1/n)$ falls and $g_n$ rises as $n$ increases, starting from $g_2\approx0.717$. Finally, $8\sqrt3\,\pi<8(1.8)(3.15)=45.36<2.7^4<e^4$ gives $g_\infty<1$.

## Evaluating $g_n$ at large $n$

In double precision, $(n+1)^{2n+1}$ overflows beyond $n=80$, although $g_n$ itself is of order one. A code can evaluate $g_\infty e^{-D(1/n)}$ instead. For large $n$ the series for $D$ is a safe choice: in the logarithmic expression, rounding errors in $1\pm1/n$ are multiplied by about $2n$.

## The Lean file

```lean
import Mathlib

open Filter Topology

namespace LymanGauntFactor

noncomputable section

/-- Oscillator strength of the hydrogen line 1s → np, for `n ≥ 2`. -/
def lymanStrength (n : ℕ) : ℝ :=
  2 ^ 8 * (n : ℝ) ^ 5 * ((n : ℝ) - 1) ^ (2 * n - 4) / (3 * ((n : ℝ) + 1) ^ (2 * n + 4))

/-- Kramers' semiclassical value of the same oscillator strength, for `n ≥ 2`. -/
def kramersStrength (n : ℕ) : ℝ :=
  32 / (3 * √3 * Real.pi * (n : ℝ) ^ 3 * (1 - 1 / (n : ℝ) ^ 2) ^ 3)

/-- Bound-bound Gaunt factor of the Lyman line with upper level `n ≥ 2`: the ratio of the
quantum strength to Kramers' value. -/
def gauntFactor (n : ℕ) : ℝ := lymanStrength n / kramersStrength n

/-- The number `8 √3 π exp(-4)`. -/
def thresholdGaunt : ℝ := 8 * √3 * Real.pi * Real.exp (-4)

/-- Logarithmic deficit of the Gaunt factor as a function of `x = 1/n`, for `0 < x < 1`. -/
def gauntDeficit (x : ℝ) : ℝ :=
  2 / x * (Real.log (1 + x) - Real.log (1 - x)) + Real.log (1 - x ^ 2) - 4

/-- Closed form of the Gaunt factor of the Lyman lines. -/
theorem gauntFactor_eq {n : ℕ} (hn : 2 ≤ n) :
    gauntFactor n = 8 * √3 * Real.pi *
      ((n : ℝ) ^ 2 * ((n : ℝ) - 1) ^ (2 * n - 1) / ((n : ℝ) + 1) ^ (2 * n + 1)) := by
  have hN : (2 : ℝ) ≤ n := by exact_mod_cast hn
  unfold gauntFactor lymanStrength kramersStrength
  -- split off the powers that cancel against Kramers' denominator
  have h1 : ((n : ℝ) - 1) ^ (2 * n - 1) = ((n : ℝ) - 1) ^ (2 * n - 4) * ((n : ℝ) - 1) ^ 3 := by
    rw [← pow_add]
    congr 1
    omega
  have h2 : ((n : ℝ) + 1) ^ (2 * n + 4) = ((n : ℝ) + 1) ^ (2 * n + 1) * ((n : ℝ) + 1) ^ 3 :=
    pow_add _ (2 * n + 1) 3
  have hq : ((n : ℝ) + 1) ^ (2 * n + 1) ≠ 0 := by positivity
  rw [h1, h2]
  generalize ((n : ℝ) + 1) ^ (2 * n + 1) = q at hq ⊢
  generalize ((n : ℝ) - 1) ^ (2 * n - 4) = p
  generalize (n : ℝ) = x at hN ⊢
  have hx : x ≠ 0 := by linarith
  have hx1 : x + 1 ≠ 0 := by linarith
  have hxm : x - 1 ≠ 0 := by linarith
  have hk : 1 - 1 / x ^ 2 = (x - 1) * (x + 1) / x ^ 2 := by
    rw [eq_div_iff (pow_ne_zero 2 hx), sub_mul, one_div, inv_mul_cancel₀ (pow_ne_zero 2 hx)]
    ring
  have hs : √(3 : ℝ) ≠ 0 := by positivity
  have hpi := Real.pi_ne_zero
  rw [hk]
  generalize √(3 : ℝ) = s at hs ⊢
  field_simp
  ring

/-- The logarithmic deficit is a power series in `x²` with positive coefficients. -/
theorem hasSum_gauntDeficit {x : ℝ} (hx : 0 < x) (hx1 : x < 1) :
    HasSum (fun k : ℕ => (2 * (k : ℝ) + 1) / (((k : ℝ) + 1) * (2 * k + 3)) * x ^ (2 * k + 2))
      (gauntDeficit x) := by
  have h1 := (Real.hasSum_log_sub_log_of_abs_lt_one
    (abs_lt.2 ⟨by linarith, hx1⟩ : |x| < 1)).mul_left (2 / x)
  have hsq : |x ^ 2| < 1 := by
    rw [abs_of_pos (by positivity)]
    nlinarith
  -- the leading term of the first series is the constant 4
  convert ((hasSum_nat_add_iff' 1).2 h1).sub (Real.hasSum_pow_div_log_of_abs_lt_one hsq) using 1
  · rfl
  · funext k
    have e1 : x ^ (2 * (k + 1) + 1) = x ^ (2 * k + 2) * x := pow_succ x (2 * k + 2)
    have e2 : (x ^ 2) ^ (k + 1) = x ^ (2 * k + 2) := (pow_mul x 2 (k + 1)).symm
    have e3 : 2 * ((k + 1 : ℕ) : ℝ) + 1 = 2 * k + 3 := by
      push_cast
      ring
    change _ = 2 / x * (2 * (1 / (2 * ((k + 1 : ℕ) : ℝ) + 1)) * x ^ (2 * (k + 1) + 1))
      - (x ^ 2) ^ (k + 1) / ((k : ℝ) + 1)
    rw [e1, e2, e3]
    field_simp
    ring
  · have h0 : 2 / x * (2 * (1 / (2 * ((0 : ℕ) : ℝ) + 1)) * x ^ (2 * 0 + 1)) = 4 := by
      calc _ = 4 * (x / x) := by
            push_cast
            ring
        _ = 4 := by rw [div_self hx.ne', mul_one]
    rw [Finset.sum_range_one, h0]
    unfold gauntDeficit
    ring

/-- Two-sided estimate of the logarithmic deficit. -/
theorem gauntDeficit_bounds {x : ℝ} (hx : 0 < x) (hx1 : x < 1) :
    x ^ 2 / 3 < gauntDeficit x ∧ gauntDeficit x ≤ x ^ 2 / 3 * (1 - x ^ 2)⁻¹ := by
  have hS := hasSum_gauntDeficit hx hx1
  constructor
  · have hpos : ∀ k : ℕ,
        0 ≤ (2 * (k : ℝ) + 1) / (((k : ℝ) + 1) * (2 * k + 3)) * x ^ (2 * k + 2) :=
      fun k => by positivity
    have h := sum_le_hasSum (Finset.range 2) (fun k _ => hpos k) hS
    rw [Finset.sum_range_succ, Finset.sum_range_one] at h
    norm_num at h
    have h4 : 0 < x ^ 4 := by positivity
    linarith
  · -- every coefficient is at most 1/3, so a geometric series dominates
    have hg := (hasSum_geometric_of_lt_one (sq_nonneg x)
      (by nlinarith : x ^ 2 < 1)).mul_left (x ^ 2 / 3)
    refine hasSum_le (fun k => ?_) hS hg
    have hk : (k : ℝ) ≤ (k : ℝ) ^ 2 := by exact_mod_cast Nat.le_self_pow two_ne_zero k
    have hc : (2 * (k : ℝ) + 1) / (((k : ℝ) + 1) * (2 * k + 3)) ≤ 1 / 3 := by
      rw [div_le_div_iff₀ (by positivity) (by positivity)]
      nlinarith
    calc _ ≤ 1 / 3 * x ^ (2 * k + 2) := mul_le_mul_of_nonneg_right hc (by positivity)
      _ = x ^ 2 / 3 * (x ^ 2) ^ k := by ring

/-- The Gaunt factor is `8 √3 π exp(-4)` reduced by the exponential of the deficit at `1/n`. -/
theorem gauntFactor_eq_exp {n : ℕ} (hn : 2 ≤ n) :
    gauntFactor n = thresholdGaunt * Real.exp (-gauntDeficit (1 / n)) := by
  have hN : (2 : ℝ) ≤ n := by exact_mod_cast hn
  have hc : ((2 * n - 1 : ℕ) : ℝ) + 1 = 2 * n := by
    exact_mod_cast (show 2 * n - 1 + 1 = 2 * n by omega)
  have hc' := eq_sub_of_add_eq hc
  have h0 : (n : ℝ) ≠ 0 := by linarith
  have hp : (n : ℝ) + 1 ≠ 0 := by linarith
  have hm : 0 < (n : ℝ) - 1 := by linarith
  have l1 : Real.log (1 + 1 / (n : ℝ)) = Real.log (n + 1) - Real.log n := by
    rw [← Real.log_div hp h0, add_div, div_self h0]
  have l2 : Real.log (1 - 1 / (n : ℝ)) = Real.log (n - 1) - Real.log n := by
    rw [← Real.log_div hm.ne' h0, sub_div, div_self h0]
  have hi : 1 / (n : ℝ) < 1 := by
    rw [div_lt_one (by linarith)]
    linarith
  have hi0 : 0 < 1 / (n : ℝ) := by positivity
  have a1 : 1 + 1 / (n : ℝ) ≠ 0 := by linarith
  have a2 : 1 - 1 / (n : ℝ) ≠ 0 := by linarith
  have l3 : Real.log (1 - (1 / (n : ℝ)) ^ 2)
      = Real.log (1 + 1 / (n : ℝ)) + Real.log (1 - 1 / (n : ℝ)) := by
    rw [← Real.log_mul a1 a2]
    congr 1
    ring
  have hR : 0 < (n : ℝ) ^ 2 * ((n : ℝ) - 1) ^ (2 * n - 1) / ((n : ℝ) + 1) ^ (2 * n + 1) := by
    positivity
  rw [gauntFactor_eq hn, thresholdGaunt, mul_assoc (8 * √3 * Real.pi), ← Real.exp_add,
    ← Real.exp_log hR]
  congr 2
  -- compare the logarithms
  rw [Real.log_div (by positivity) (by positivity), Real.log_mul (by positivity) (by positivity),
    Real.log_pow, Real.log_pow, Real.log_pow, hc', gauntDeficit, l3, l1, l2]
  push_cast
  field_simp
  ring

/-- The Gaunt factor increases strictly along the Lyman series. -/
theorem gauntFactor_lt {m n : ℕ} (hm : 2 ≤ m) (hmn : m < n) :
    gauntFactor m < gauntFactor n := by
  have hM : (2 : ℝ) ≤ m := by exact_mod_cast hm
  have hMN : (m : ℝ) < n := by exact_mod_cast hmn
  have hy : 0 < 1 / (n : ℝ) := one_div_pos.2 (by linarith)
  have hyx : 1 / (n : ℝ) < 1 / m := one_div_lt_one_div_of_lt (by linarith) hMN
  have hx1 : 1 / (m : ℝ) < 1 := by
    rw [div_lt_one (by linarith)]
    linarith
  -- compare the two deficit series term by term
  have hlt : ∀ k : ℕ,
      (2 * (k : ℝ) + 1) / (((k : ℝ) + 1) * (2 * k + 3)) * (1 / (n : ℝ)) ^ (2 * k + 2)
        < (2 * (k : ℝ) + 1) / (((k : ℝ) + 1) * (2 * k + 3)) * (1 / (m : ℝ)) ^ (2 * k + 2) :=
    fun k => mul_lt_mul_of_pos_left (pow_lt_pow_left₀ hyx hy.le (by omega)) (by positivity)
  have hD : gauntDeficit (1 / n) < gauntDeficit (1 / m) :=
    hasSum_lt (fun k => (hlt k).le) (hlt 0) (hasSum_gauntDeficit hy (hyx.trans hx1))
      (hasSum_gauntDeficit (hy.trans hyx) hx1)
  rw [gauntFactor_eq_exp hm, gauntFactor_eq_exp (hm.trans hmn.le)]
  exact mul_lt_mul_of_pos_left (Real.exp_lt_exp.2 (neg_lt_neg hD))
    (by unfold thresholdGaunt; positivity)

/-- Two-sided estimate of the Gaunt factor at finite `n`, with exponents of order `1/n²`. -/
theorem gauntFactor_bounds {n : ℕ} (hn : 2 ≤ n) :
    thresholdGaunt * Real.exp (-(1 / (3 * ((n : ℝ) ^ 2 - 1)))) ≤ gauntFactor n ∧
      gauntFactor n < thresholdGaunt * Real.exp (-(1 / (3 * (n : ℝ) ^ 2))) := by
  have hN : (2 : ℝ) ≤ n := by exact_mod_cast hn
  have h0 : (n : ℝ) ≠ 0 := by linarith
  have hT : 0 < thresholdGaunt := by unfold thresholdGaunt; positivity
  have hx : 0 < 1 / (n : ℝ) := by positivity
  have hx1 : 1 / (n : ℝ) < 1 := by
    rw [div_lt_one (by linarith)]
    linarith
  obtain ⟨hl, hu⟩ := gauntDeficit_bounds hx hx1
  have hi : (1 / (n : ℝ)) ^ 2 * (n : ℝ) ^ 2 = 1 := by
    rw [← mul_pow, one_div_mul_cancel h0, one_pow]
  have e1 : (1 / (n : ℝ)) ^ 2 / 3 = 1 / (3 * (n : ℝ) ^ 2) := by
    rw [div_eq_div_iff (by norm_num) (by positivity)]
    linear_combination 3 * hi
  have hd : 3 * ((n : ℝ) ^ 2 - 1) ≠ 0 := by nlinarith
  have hd' : 3 * (1 - (1 / (n : ℝ)) ^ 2) ≠ 0 := by nlinarith
  have e2 : (1 / (n : ℝ)) ^ 2 / 3 * (1 - (1 / (n : ℝ)) ^ 2)⁻¹ = 1 / (3 * ((n : ℝ) ^ 2 - 1)) := by
    rw [← div_eq_mul_inv, div_div, div_eq_div_iff hd' hd]
    linear_combination 3 * hi
  rw [e1] at hl
  rw [e2] at hu
  rw [gauntFactor_eq_exp hn]
  exact ⟨mul_le_mul_of_nonneg_left (Real.exp_le_exp.2 (neg_le_neg hu)) hT.le,
    mul_lt_mul_of_pos_left (Real.exp_lt_exp.2 (neg_lt_neg hl)) hT⟩

/-- The number `8 √3 π exp(-4)` is below one. -/
theorem thresholdGaunt_lt_one : thresholdGaunt < 1 := by
  have hs : √(3 : ℝ) < 1.8 := (Real.sqrt_lt' (by norm_num)).2 (by norm_num)
  have hsp : √3 * Real.pi < 1.8 * 3.15 :=
    mul_lt_mul'' hs Real.pi_lt_d2 (Real.sqrt_nonneg 3) Real.pi_pos.le
  have he : (2.7 : ℝ) < Real.exp 1 := by linarith [Real.exp_one_gt_d9]
  have he4 : (2.7 : ℝ) ^ 4 < Real.exp 1 ^ 4 :=
    pow_lt_pow_left₀ he (by norm_num) (by norm_num)
  have h4 : Real.exp 1 ^ 4 = Real.exp 4 := by
    rw [← Real.exp_nat_mul]
    norm_num
  rw [h4] at he4
  rw [thresholdGaunt, Real.exp_neg, ← div_eq_mul_inv, div_lt_one (Real.exp_pos 4)]
  norm_num at hsp he4
  linarith

/-- The Gaunt factors of the Lyman lines all lie below `8 √3 π exp(-4)`, which is less than one,
and they converge to this number as `n` tends to infinity. -/
theorem lyman_gaunt_limit :
    (∀ n : ℕ, 2 ≤ n → gauntFactor n < 8 * √3 * Real.pi * Real.exp (-4)) ∧
      8 * √3 * Real.pi * Real.exp (-4) < 1 ∧
      Tendsto gauntFactor atTop (𝓝 (8 * √3 * Real.pi * Real.exp (-4))) := by
  change (∀ n : ℕ, 2 ≤ n → gauntFactor n < thresholdGaunt) ∧ thresholdGaunt < 1 ∧
    Tendsto gauntFactor atTop (𝓝 thresholdGaunt)
  have hT : 0 < thresholdGaunt := by unfold thresholdGaunt; positivity
  have hlt : ∀ n : ℕ, 2 ≤ n → gauntFactor n < thresholdGaunt := fun n hn => by
    refine (gauntFactor_bounds hn).2.trans_le (mul_le_of_le_one_right hT.le ?_)
    exact Real.exp_le_one_iff.2 (neg_nonpos.2 (by positivity))
  refine ⟨hlt, thresholdGaunt_lt_one, ?_⟩
  have hinv : Tendsto (fun n : ℕ => (n : ℝ)⁻¹) atTop (𝓝 0) :=
    tendsto_inv_atTop_zero.comp tendsto_natCast_atTop_atTop
  have hlow : Tendsto (fun n : ℕ => thresholdGaunt * Real.exp (-(n : ℝ)⁻¹)) atTop
      (𝓝 thresholdGaunt) := by
    have h := ((Real.continuous_exp.tendsto _).comp hinv.neg).const_mul thresholdGaunt
    rw [neg_zero, Real.exp_zero, mul_one] at h
    exact h
  -- squeeze between the lower estimate and the constant bound
  refine tendsto_of_tendsto_of_tendsto_of_le_of_le' hlow tendsto_const_nhds ?_ ?_
  · filter_upwards [eventually_ge_atTop 2] with n hn
    have hN : (2 : ℝ) ≤ n := by exact_mod_cast hn
    refine le_trans ?_ (gauntFactor_bounds hn).1
    refine mul_le_mul_of_nonneg_left (Real.exp_le_exp.2 (neg_le_neg ?_)) hT.le
    rw [← one_div]
    exact one_div_le_one_div_of_le (by linarith) (by nlinarith)
  · filter_upwards [eventually_ge_atTop 2] with n hn
    exact (hlt n hn).le

end

end LymanGauntFactor
```

```lean
#print axioms LymanGauntFactor.gauntFactor_lt
#print axioms LymanGauntFactor.lyman_gaunt_limit
```

```
'LymanGauntFactor.gauntFactor_lt' depends on axioms: [propext, Classical.choice, Quot.sound]
'LymanGauntFactor.lyman_gaunt_limit' depends on axioms: [propext, Classical.choice, Quot.sound]
```

## How the proof follows the calculation

`gauntFactor_eq` splits off the cubes that cancel, treats the remaining large powers as single symbols, and finishes with `field_simp` and `ring`. `gauntFactor_eq_exp` compares logarithms to obtain the exponential form.

In `hasSum_gauntDeficit`, `hasSum_nat_add_iff'` removes the constant term 4 before the series are subtracted. `gauntDeficit_bounds` keeps two terms for the strict lower bound and uses `hasSum_le` for the geometric comparison; `gauntFactor_bounds` carries both estimates over to $g_n$. For monotonicity, `gauntFactor_lt` applies `hasSum_lt`, which needs termwise inequalities and one strict one.

`thresholdGaunt_lt_one` is the numerical estimate above. The last theorem squeezes $g_n$ between $g_\infty$ and the simpler lower bound $g_\infty e^{-1/n}$, which suffices because $n\le3(n^2-1)$ for $n\ge2$.
